# For a finite Hermitian intermediate-state matrix, detuning times the resonant RIXS amplitude tends to ⟨f,g⟩ at large detuning

The core-excited intermediate states are represented here by a finite complex Hermitian matrix \(H\), and all of them share one lifetime width \(G>0\). The width stands for the decay of the core hole, by Auger or radiative channels. It is put in as a constant and not computed from those channels. With the denominator \(w+iG-E\), it is the half width at half maximum of the resonance.

The eigenvalues of \(H\) are excitation energies from the initial state, less a fixed reference energy. The real detuning \(w\) is the incident photon energy less the same reference. The vector \(g\) is what absorption makes of the initial state. The vector \(f\) is what the adjoint of the emission operator makes of the final state. With \(\langle u,v\rangle=\sum_i \overline{u_i}\,v_i\), the resonant Kramers–Heisenberg amplitude for one final state is

\[
A(f,g)=\langle f,(w+iG-H)^{-1}g\rangle .
\]

## The limit, the forbidden rate and the exact recursion

For fixed \(H\), \(G\), \(f\) and \(g\),

\[
w\,A(f,g)\to\langle f,g\rangle\qquad (w\to+\infty).
\]

Let \(P\) be a Hermitian matrix with \(Pf=af\) and \(Pg=bg\), where \(a\neq b\) are real. For opposite parity, \(a=1\) and \(b=-1\). Then the limit is zero, even if \(H\) mixes parities. Whenever \(\langle f,g\rangle=0\), the next order is also known:

\[
w^2A(f,g)\to\langle f,Hg\rangle .
\]

At every finite detuning there is the exact relation

\[
(w+iG)\,A(f,g)=\langle f,g\rangle+A(f,Hg).
\]

An allowed amplitude with \(\langle f,g\rangle\ne0\) thus falls as \(1/w\), and a parity-forbidden one at least as fast as \(1/w^2\). In this finite model with a common width, parity selection returns as a statement about relative strength far from resonance.

## Checks for linear solvers and truncated state sums

A RIXS code that solves \((w+iG-H)x=g\) and then forms \(\langle f,x\rangle\) can compare \(w\langle f,x\rangle\) at large \(w\) with an overlap that needs no solve. The recursion tests any single detuning without a second solve. Since \(H\) commutes with its resolvent, \(A(f,Hg)=\langle Hf,x\rangle\), so \((w+iG)\langle f,x\rangle\) should equal \(\langle f,g\rangle+\langle Hf,x\rangle\). The difference between the two sides is the overlap of \(f\) with the residual \((w+iG-H)x-g\).

A code that sums over eigenstates of \(H\) and keeps only some of them computes \(A(f,\Pi g)\), where \(\Pi\) projects onto the kept states. Its limit is therefore \(\langle f,\Pi g\rangle\). If the truncation breaks parity, this number can be nonzero for a forbidden line, which then decays only as \(1/w\), while the full sum decays at least as fast as \(1/w^2\). In the two-level example below, keeping only the eigenvector \((1,1)/\sqrt2\) gives \(\langle f,\Pi g\rangle=1/2\) where the full overlap is zero.

## From the resolvent to the overlap

Write \(z=w+iG\).

**Invertibility.** Suppose \((z-H)v=0\) with \(v\neq0\). Then \(Hv=zv\), and Hermiticity gives

\[
\bar z\langle v,v\rangle=\langle Hv,v\rangle=\langle v,Hv\rangle=z\langle v,v\rangle .
\]

Since \(\langle v,v\rangle\neq0\), \(z\) would be real, which contradicts \(G>0\). So \(z-H\) is invertible at every real \(w\).

**Recursion.** From \(g=(z-H)^{-1}(z-H)g\) we get

\[
g=z(z-H)^{-1}g-(z-H)^{-1}Hg .
\]

Taking the inner product with \(f\) gives \(\langle f,g\rangle=zA(f,g)-A(f,Hg)\).

**Limit.** For \(w>0\) set \(t=1/w\) and \(K=iG-H\). Then \(z-H=w(1+tK)\), so

\[
w(z-H)^{-1}=(1+tK)^{-1}=\frac{\operatorname{adj}(1+tK)}{\det(1+tK)} .
\]

The determinant and the entries of the adjugate are polynomials in \(t\). As \(t\to0\) they tend to \(1\) and to the entries of the identity. Hence \(wA(f,g)\to\langle f,g\rangle\).

**Parity.** Moving \(P\) across the inner product gives

\[
a\langle f,g\rangle=\langle Pf,g\rangle=\langle f,Pg\rangle=b\langle f,g\rangle ,
\]

and \(a\neq b\) forces \(\langle f,g\rangle=0\).

**Forbidden rate.** With \(\langle f,g\rangle=0\) the recursion reads \((w+iG)A(f,g)=A(f,Hg)\). Multiply by \(w\) and rearrange:

\[
w^2A(f,g)=w\,A(f,Hg)-iG\,w\,A(f,g).
\]

The first term tends to \(\langle f,Hg\rangle\) and the second to zero.

## Two levels with a parity-breaking coupling

Number the basis vectors \(e_0,e_1\), with parities \(1\) and \(-1\), and couple them by a real \(v\neq0\):

\[
H=\begin{pmatrix}0&v\\v&0\end{pmatrix},\qquad
(z-H)^{-1}=\frac{1}{z^2-v^2}\begin{pmatrix}z&v\\v&z\end{pmatrix}.
\]

The forbidden amplitude is the entry in row 0, column 1:

\[
A(e_0,e_1)=\frac{v}{(w+iG)^2-v^2}.
\]

It is nonzero at every finite detuning. Take \(v=G=1\) in a common energy unit. At \(w=10\), \(z^2-v^2=(10+i)^2-1=98+20i\), and

\[
A(e_0,e_1)=\frac{98-20i}{10004}.
\]

| \(w\) | \(wA(e_0,e_1)\) | \(w^2A(e_0,e_1)\) |
|---|---|---|
| 10 | \(0.0980-0.0200i\) | \(0.980-0.200i\) |
| 100 | \(0.0100-0.0002i\) | \(0.9998-0.0200i\) |

The columns approach \(0\) and \(\langle e_0,He_1\rangle=1\). The allowed amplitude is \(A(e_0,e_0)=z/(z^2-v^2)\), so the ratio of the squared moduli, forbidden to allowed, is \(|v/z|^2=1/101\) at \(w=10\).

## The Lean file

```lean
import Mathlib

open Matrix Filter Topology
open scoped ComplexOrder

namespace RIXSFastScattering

noncomputable section

variable {n : Type*} [Fintype n] [DecidableEq n]

/-- The matrix `w + iG - H` for detuning `w`, lifetime width `G` and intermediate-state
Hamiltonian `H`. -/
def shifted (H : Matrix n n ℂ) (G w : ℝ) : Matrix n n ℂ :=
  ((w : ℂ) + G * Complex.I) • (1 : Matrix n n ℂ) - H

/-- The resonant scattering amplitude `⟨f, (w + iG - H)⁻¹ g⟩`. -/
def amplitude (H : Matrix n n ℂ) (G : ℝ) (f g : n → ℂ) (w : ℝ) : ℂ :=
  star f ⬝ᵥ ((shifted H G w)⁻¹ *ᵥ g)

lemma shifted_mulVec (H : Matrix n n ℂ) (G w : ℝ) (v : n → ℂ) :
    shifted H G w *ᵥ v = ((w : ℂ) + G * Complex.I) • v - H *ᵥ v := by
  rw [shifted, Matrix.sub_mulVec, Matrix.smul_mulVec, Matrix.one_mulVec]

omit [DecidableEq n] in
/-- A Hermitian matrix can be moved from one side of the inner product to the other. -/
lemma hermitian_move {A : Matrix n n ℂ} (hA : A.IsHermitian) (u v : n → ℂ) :
    star (A *ᵥ u) ⬝ᵥ v = star u ⬝ᵥ (A *ᵥ v) := by
  rw [Matrix.star_mulVec, hA.eq, ← Matrix.dotProduct_mulVec]

/-- With a positive lifetime width, `w + iG - H` has nonzero determinant at every real
detuning. -/
theorem shifted_det_ne_zero {H : Matrix n n ℂ} (hH : H.IsHermitian) {G : ℝ} (hG : 0 < G)
    (w : ℝ) : (shifted H G w).det ≠ 0 := by
  intro h0
  obtain ⟨v, hv0, hv⟩ := Matrix.exists_mulVec_eq_zero_iff.mpr h0
  rw [shifted_mulVec, sub_eq_zero] at hv
  -- a null vector would be an eigenvector of `H` with a non-real eigenvalue
  have h := hermitian_move hH v v
  rw [← hv, star_smul, smul_dotProduct, dotProduct_smul, smul_eq_mul, smul_eq_mul] at h
  have hs : star v ⬝ᵥ v ≠ 0 := by
    exact fun h => hv0 (dotProduct_star_self_eq_zero.mp h)
  have him := congrArg Complex.im (mul_right_cancel₀ hs h)
  simp at him
  linarith

/-- Exact recursion for the amplitude: `(w + iG) A(f, g) = ⟨f, g⟩ + A(f, H g)`. -/
theorem amplitude_recursion {H : Matrix n n ℂ} (hH : H.IsHermitian) {G : ℝ} (hG : 0 < G)
    (f g : n → ℂ) (w : ℝ) :
    ((w : ℂ) + G * Complex.I) * amplitude H G f g w
      = star f ⬝ᵥ g + amplitude H G f (H *ᵥ g) w := by
  have h : (shifted H G w)⁻¹ *ᵥ (shifted H G w *ᵥ g) = g := by
    rw [Matrix.mulVec_mulVec,
      Matrix.nonsing_inv_mul _ (isUnit_iff_ne_zero.mpr (shifted_det_ne_zero hH hG w)),
      Matrix.one_mulVec]
  rw [shifted_mulVec, Matrix.mulVec_sub, Matrix.mulVec_smul] at h
  have h2 := congrArg (fun x => star f ⬝ᵥ x) h
  simp only [dotProduct_sub, dotProduct_smul, smul_eq_mul] at h2
  unfold amplitude
  linear_combination h2

/-- Matrix elements of `(1 + tK)⁻¹` tend to those of the identity as `t` tends to zero. -/
lemma tendsto_inverse_near_one (K : Matrix n n ℂ) (f g : n → ℂ) :
    Tendsto (fun t : ℂ => star f ⬝ᵥ ((1 + t • K)⁻¹ *ᵥ g)) (𝓝 0) (𝓝 (star f ⬝ᵥ g)) := by
  have hM : Continuous (fun t : ℂ => (1 : Matrix n n ℂ) + t • K) :=
    continuous_const.add (continuous_id.smul continuous_const)
  have hc : Continuous (fun t : ℂ => star f ⬝ᵥ ((1 + t • K).adjugate *ᵥ g)) := by
    simp only [dotProduct, Matrix.mulVec]
    exact continuous_finsetSum _ fun i _ => continuous_const.mul
      (continuous_finsetSum _ fun j _ =>
        (hM.matrix_adjugate.matrix_elem i j).mul continuous_const)
  -- the inverse is the adjugate divided by the determinant
  have h1 : Tendsto (fun t : ℂ => ((1 + t • K).det)⁻¹ *
      (star f ⬝ᵥ ((1 + t • K).adjugate *ᵥ g))) (𝓝 0) (𝓝 (star f ⬝ᵥ g)) := by
    have h := ((hM.matrix_det.tendsto 0).inv₀ (by simp)).mul (hc.tendsto 0)
    simpa using h
  refine h1.congr fun t => ?_
  rw [Matrix.inv_def, Ring.inverse_eq_inv', Matrix.smul_mulVec, dotProduct_smul, smul_eq_mul]

/-- Fast-scattering limit: as the detuning `w` tends to infinity, `w` times the amplitude
tends to the overlap `⟨f, g⟩`. -/
theorem fast_scattering_limit {H : Matrix n n ℂ} (hH : H.IsHermitian) {G : ℝ} (hG : 0 < G)
    (f g : n → ℂ) :
    Tendsto (fun w : ℝ => (w : ℂ) * amplitude H G f g w) atTop (𝓝 (star f ⬝ᵥ g)) := by
  have ht : Tendsto (fun w : ℝ => ((w⁻¹ : ℝ) : ℂ)) atTop (𝓝 0) := by
    have h := (Complex.continuous_ofReal.tendsto 0).comp (tendsto_inv_atTop_zero (𝕜 := ℝ))
    rw [Complex.ofReal_zero] at h
    exact h
  refine ((tendsto_inverse_near_one (((G : ℂ) * Complex.I) • 1 - H) f g).comp ht).congr' ?_
  filter_upwards [eventually_gt_atTop (0 : ℝ)] with w hw
  -- pull the large detuning out of the matrix to be inverted
  have hs : (w : ℂ) • ((1 : Matrix n n ℂ) +
      ((w⁻¹ : ℝ) : ℂ) • (((G : ℂ) * Complex.I) • 1 - H)) = shifted H G w := by
    rw [shifted, smul_add, smul_smul, ← Complex.ofReal_mul, mul_inv_cancel₀ hw.ne',
      Complex.ofReal_one, one_smul, add_smul]
    abel
  have hinv : ((1 : Matrix n n ℂ) +
      ((w⁻¹ : ℝ) : ℂ) • (((G : ℂ) * Complex.I) • 1 - H))⁻¹ = (w : ℂ) • (shifted H G w)⁻¹ := by
    apply Matrix.inv_eq_right_inv
    rw [Matrix.mul_smul, ← Matrix.smul_mul, hs]
    exact Matrix.mul_nonsing_inv _ (isUnit_iff_ne_zero.mpr (shifted_det_ne_zero hH hG w))
  change star f ⬝ᵥ (((1 : Matrix n n ℂ) +
      ((w⁻¹ : ℝ) : ℂ) • (((G : ℂ) * Complex.I) • 1 - H))⁻¹ *ᵥ g) = _
  rw [hinv, Matrix.smul_mulVec, dotProduct_smul, smul_eq_mul, amplitude]

omit [DecidableEq n] in
/-- Vectors with distinct real eigenvalues of a Hermitian matrix `P` are orthogonal. -/
lemma overlap_eq_zero {P : Matrix n n ℂ} (hP : P.IsHermitian) {a b : ℝ} (hab : a ≠ b)
    {f g : n → ℂ} (hf : P *ᵥ f = (a : ℂ) • f) (hg : P *ᵥ g = (b : ℂ) • g) :
    star f ⬝ᵥ g = 0 := by
  have h := hermitian_move hP f g
  rw [hf, hg, star_smul, smul_dotProduct, dotProduct_smul, smul_eq_mul, smul_eq_mul,
    Complex.star_def, Complex.conj_ofReal] at h
  by_contra h0
  exact hab (Complex.ofReal_injective (mul_right_cancel₀ h0 h))

/-- If `f` and `g` have distinct eigenvalues of a Hermitian `P` (opposite parity: `1` and `-1`),
then `w` times the amplitude tends to zero, whether or not `P` commutes with `H`. -/
theorem parity_selection_restored {H P : Matrix n n ℂ} (hH : H.IsHermitian)
    (hP : P.IsHermitian) {G : ℝ} (hG : 0 < G) {a b : ℝ} (hab : a ≠ b) {f g : n → ℂ}
    (hf : P *ᵥ f = (a : ℂ) • f) (hg : P *ᵥ g = (b : ℂ) • g) :
    Tendsto (fun w : ℝ => (w : ℂ) * amplitude H G f g w) atTop (𝓝 0) := by
  have h := fast_scattering_limit hH hG f g
  rwa [overlap_eq_zero hP hab hf hg] at h


/-- When `⟨f, g⟩ = 0`, the square of the detuning times the amplitude tends to `⟨f, H g⟩`. -/
theorem forbidden_line_decay {H : Matrix n n ℂ} (hH : H.IsHermitian) {G : ℝ} (hG : 0 < G)
    {f g : n → ℂ} (hfg : star f ⬝ᵥ g = 0) :
    Tendsto (fun w : ℝ => (w : ℂ) ^ 2 * amplitude H G f g w) atTop
      (𝓝 (star f ⬝ᵥ (H *ᵥ g))) := by
  have h1 := fast_scattering_limit hH hG f (H *ᵥ g)
  have h2 := (fast_scattering_limit hH hG f g).const_mul ((G : ℂ) * Complex.I)
  have h3 := h1.sub h2
  rw [hfg, mul_zero, sub_zero] at h3
  refine h3.congr fun w => ?_
  have h := amplitude_recursion hH hG f g w
  rw [hfg] at h
  linear_combination -(w : ℂ) * h

/-- Two degenerate levels mixed by a real coupling `v`. -/
def twoLevel (v : ℝ) : Matrix (Fin 2) (Fin 2) ℂ := !![0, (v : ℂ); (v : ℂ), 0]

/-- The parity matrix `diag(1, -1)` of the two-level model. -/
def parity : Matrix (Fin 2) (Fin 2) ℂ := !![1, 0; 0, -1]

/-- The two-level Hamiltonian and the parity matrix are Hermitian, and the two basis vectors
have parity `1` and `-1`. -/
theorem twoLevel_witness (v : ℝ) :
    (twoLevel v).IsHermitian ∧ parity.IsHermitian ∧
      parity *ᵥ ![1, 0] = ((1 : ℝ) : ℂ) • ![1, 0] ∧
      parity *ᵥ ![0, 1] = ((-1 : ℝ) : ℂ) • ![0, 1] := by
  refine ⟨?_, ?_, ?_, ?_⟩
  · ext i j
    fin_cases i <;> fin_cases j <;> simp [twoLevel]
  · ext i j
    fin_cases i <;> fin_cases j <;> simp [parity]
  · ext i
    fin_cases i <;> simp [parity, Matrix.mulVec, dotProduct, Fin.sum_univ_two]
  · ext i
    fin_cases i <;> simp [parity, Matrix.mulVec, dotProduct, Fin.sum_univ_two]

/-- In the two-level model with `v ≠ 0`, the amplitude between the two basis vectors is
`v / ((w + iG)² - v²)`, and it is nonzero at every detuning. -/
theorem twoLevel_amplitude {v G : ℝ} (hv : v ≠ 0) (hG : 0 < G) (w : ℝ) :
    amplitude (twoLevel v) G ![1, 0] ![0, 1] w
        = (v : ℂ) / (((w : ℂ) + G * Complex.I) ^ 2 - (v : ℂ) ^ 2) ∧
      amplitude (twoLevel v) G ![1, 0] ![0, 1] w ≠ 0 := by
  have hS : shifted (twoLevel v) G w = !![(w : ℂ) + G * Complex.I, -(v : ℂ);
      -(v : ℂ), (w : ℂ) + G * Complex.I] := by
    ext i j
    fin_cases i <;> fin_cases j <;> simp [shifted, twoLevel]
  have e : ((w : ℂ) + G * Complex.I) * ((w : ℂ) + G * Complex.I) - -(v : ℂ) * -(v : ℂ)
      = ((w : ℂ) + G * Complex.I) ^ 2 - (v : ℂ) ^ 2 := by ring
  have hdet := shifted_det_ne_zero (twoLevel_witness v).1 hG w
  rw [hS, Matrix.det_fin_two_of, e] at hdet
  have hentry : ∀ c p q r s : ℂ,
      star (![1, 0] : Fin 2 → ℂ) ⬝ᵥ ((c • !![p, q; r, s]) *ᵥ ![0, 1]) = c * q := by
    intro c p q r s
    simp [Matrix.mulVec, dotProduct, Fin.sum_univ_two]
  have hA : amplitude (twoLevel v) G ![1, 0] ![0, 1] w
      = (v : ℂ) / (((w : ℂ) + G * Complex.I) ^ 2 - (v : ℂ) ^ 2) := by
    rw [amplitude, hS, Matrix.inv_def, Ring.inverse_eq_inv', Matrix.det_fin_two_of,
      Matrix.adjugate_fin_two_of, hentry, e, neg_neg, div_eq_mul_inv]
    exact mul_comm _ _
  refine ⟨hA, ?_⟩
  rw [hA]
  exact div_ne_zero (Complex.ofReal_ne_zero.mpr hv) hdet

end

end RIXSFastScattering
```

```lean
#print axioms RIXSFastScattering.parity_selection_restored
#print axioms RIXSFastScattering.forbidden_line_decay
#print axioms RIXSFastScattering.twoLevel_amplitude
```

```
'RIXSFastScattering.parity_selection_restored' depends on axioms: [propext, Classical.choice, Quot.sound]
'RIXSFastScattering.forbidden_line_decay' depends on axioms: [propext, Classical.choice, Quot.sound]
'RIXSFastScattering.twoLevel_amplitude' depends on axioms: [propext, Classical.choice, Quot.sound]
```

## How the Lean statements match the physics

The finite type `n` labels the intermediate-state basis, and states are functions `n → ℂ`. The expression `star f ⬝ᵥ g` is \(\langle f,g\rangle\), conjugated in the first slot. `shifted H G w` is \(w+iG-H\), and `amplitude H G f g w` is \(A(f,g)\) at detuning \(w\). The hypotheses `hH` and `hG` say that \(H\) is Hermitian and \(G>0\). In the limits, `atTop` means \(w\to+\infty\) through the reals, and `𝓝` marks the value approached. No vector has to be normalised.

In `parity_selection_restored`, the matrix `P` is only required to be Hermitian, with distinct real eigenvalues `a` and `b` on `f` and `g`. A Hermitian involution is the special case with eigenvalues \(1\) and \(-1\). Nothing is assumed about whether `P` commutes with `H`.

## How the proof follows the derivation

- `shifted_mulVec` writes out the action of \(z-H\) on a vector, and `hermitian_move` moves a Hermitian matrix across the inner product.
- `shifted_det_ne_zero` turns a zero determinant into a null vector, cancels \(\langle v,v\rangle\) and compares imaginary parts, which contradicts \(G>0\). This ensures that Lean's matrix inverse is the true inverse at every detuning.
- `amplitude_recursion` applies the inverse to \((z-H)g\), pairs the result with \(f\), and finishes with `linear_combination`.
- `tendsto_inverse_near_one` is the adjugate-over-determinant step. Its continuity arguments replace the remark that the entries are polynomials.
- `fast_scattering_limit` substitutes \(t=1/w\). The step `filter_upwards` restricts attention to \(w>0\), where `hs` and `hinv` factor \(w\) out of the matrix and its inverse.
- `overlap_eq_zero` proves orthogonality, and `parity_selection_restored` inserts it into the limit.
- `forbidden_line_decay` subtracts two instances of the limit, one for \(Hg\) and one for \(g\) multiplied by \(iG\), and identifies the difference through the recursion.
- `twoLevel_witness` checks entry by entry that the example meets the Hermiticity and parity hypotheses. `twoLevel_amplitude` computes the \(2\times2\) inverse and takes the nonzero denominator from `shifted_det_ne_zero`.

## Range of validity for a production calculation

The theorems hold for any finite Hermitian \(H\), including a many-electron configuration-interaction matrix. They don't cover state-dependent widths, a continuum of intermediate states, or vectors \(f\) and \(g\) that change with photon energy. The amplitude is the resonant term for one final state. Non-resonant scattering and other absorption edges, which can matter far from resonance, are absent.

The limits come without an error bound, so they name no detuning at which a given tolerance is met. For the error in \(wA\) to be small compared with the product of the norms of \(f\) and \(g\), it is enough that \(w\) is large compared with both \(G\) and the largest eigenvalue of \(H\) in magnitude. A shift of the energy origin changes the finite-\(w\) values of \(wA\).

If \(P\) does commute with \(H\), the resolvent preserves parity and the forbidden amplitude is zero at every detuning, an elementary case for which the file contains no theorem. A code whose \(H\) commutes exactly with \(P\) should therefore return zero up to solver error, while one with parity mixing should show the decay derived above.
